# Valence transition between two equally stiff harmonic phases: threshold pressure $D/(V_2-V_3)$ and volume collapse $V_2-V_3$

In its divalent state, a lanthanide such as ytterbium keeps one more electron in its 4f shell than it does in its trivalent state. Moving that electron into the valence bands strengthens the bonding and shrinks the atomic volume. If the divalent phase is the stable one at zero pressure, the promotion costs energy, but compression rewards the smaller volume. At what pressure does the trivalent phase win, and by how much does the volume then change?

The simplest model gives each valence state its own parabola of energy $E$ against volume $V$, both per atom:

$$E_2(V)=\tfrac12K(V-V_2)^2,\qquad E_3(V)=D+\tfrac12K(V-V_3)^2,\qquad K>0,\quad V_3<V_2.$$

Here $V_2$ and $V_3$ are the zero-pressure volumes of the divalent and trivalent phases. The promotion energy $D$ is the height of the trivalent minimum above the divalent one. The stiffness $K$ is the curvature of the energy curve, and it is taken to be the same for both phases. In this model the trivalent phase has the lower enthalpy exactly when the pressure $P$ exceeds $D/(V_2-V_3)$, and the volume drops by $V_2-V_3$ at the transition.

```lean
import Mathlib

namespace LanthanideValenceTransition

noncomputable section
```

## Enthalpy and equilibrium at fixed pressure

At zero temperature and fixed pressure, the quantity to minimise is the enthalpy

$$H(V)=E(V)+PV.$$

The energy curve is an argument of the definition, so the same `enthalpy` serves both phases.

```lean
/-- The enthalpy `E(V) + P V` of a phase with energy curve `E` at pressure `P` and volume `V`. -/
def enthalpy (E : ℝ → ℝ) (P V : ℝ) : ℝ := E V + P * V
```

A volume $V$ is an equilibrium volume if $H(V)\le H(W)$ for every real $W$. This is a global minimum along one curve. The two valence states are minimised separately and compared afterwards, so there is no hybridisation between them and no intermediate valence.

```lean
/-- `V` is an equilibrium volume at pressure `P`: it minimises the enthalpy over the real line. -/
def IsEquilibrium (E : ℝ → ℝ) (P V : ℝ) : Prop :=
  ∀ W, enthalpy E P V ≤ enthalpy E P W
```

The variable $W$ runs over the whole real line, negative volumes included. This is harmless as long as the minimiser found is positive, because it then also minimises the enthalpy among positive volumes.

Both phases are instances of one curve with zero-pressure volume $V_0$ and energy offset $E_0$:

$$E(V)=E_0+\tfrac12K(V-V_0)^2.$$

```lean
/-- The harmonic energy curve with stiffness `K`, zero-pressure volume `V0` and energy offset
`E0`. -/
def harmonic (K V0 E0 V : ℝ) : ℝ := E0 + K * (V - V0) ^ 2 / 2
```

In this notation $E_2$ is `harmonic K V2 0` and $E_3$ is `harmonic K V3 D`. The bulk modulus at zero pressure is $V_0\,E''(V_0)=KV_0$, so a common $K$ does not mean a common bulk modulus. It would make the smaller, trivalent phase the one with the lower bulk modulus, whereas trivalent lanthanide metals are usually the less compressible ones. Equal stiffness is thus an idealisation, and it is relaxed at the end.

## The compressed volume of a harmonic phase

Put $x=V-V_0$ and complete the square:

$$\begin{aligned}
H(V)&=E_0+PV_0+\tfrac12Kx^2+Px\\
&=E_0+PV_0-\frac{P^2}{2K}+\frac K2\Bigl(x+\frac PK\Bigr)^2\\
&=E_0+PV_0-\frac{P^2}{2K}+\frac K2\Bigl(V-\Bigl(V_0-\frac PK\Bigr)\Bigr)^2 .
\end{aligned}$$

This is an algebraic identity and needs only $K\neq0$. In Lean, `field_simp` clears the denominators and `ring` compares the two sides.

```lean
/-- For nonzero stiffness, the enthalpy of a harmonic phase is a constant plus a square centred
at `V0 - P / K`. -/
theorem enthalpy_harmonic {K : ℝ} (hK : K ≠ 0) (V0 E0 P V : ℝ) :
    enthalpy (harmonic K V0 E0) P V =
      E0 + P * V0 - P ^ 2 / (2 * K) + K / 2 * (V - (V0 - P / K)) ^ 2 := by
  simp only [enthalpy, harmonic]
  field_simp
  ring
```

For $K>0$ the last term is non-negative and vanishes only at the centre of the square. The enthalpy therefore has exactly one minimiser,

$$V=V_0-\frac PK .$$

```lean
/-- A harmonic phase of positive stiffness has exactly one equilibrium volume at each pressure,
namely `V0 - P / K`. -/
theorem isEquilibrium_harmonic_iff {K V0 E0 P V : ℝ} (hK : 0 < K) :
    IsEquilibrium (harmonic K V0 E0) P V ↔ V = V0 - P / K := by
  constructor
  · intro h
    -- compare with the centre of the square
    have h1 := h (V0 - P / K)
    rw [enthalpy_harmonic hK.ne', enthalpy_harmonic hK.ne', sub_self] at h1
    have h2 : (V - (V0 - P / K)) ^ 2 ≤ 0 := by
      by_contra hc
      have h3 := mul_pos (half_pos hK) (lt_of_not_ge hc)
      linarith
    have h4 : V - (V0 - P / K) = 0 :=
      (pow_eq_zero_iff two_ne_zero).mp (le_antisymm h2 (sq_nonneg _))
    linarith
  · intro h W
    rw [h, enthalpy_harmonic hK.ne', enthalpy_harmonic hK.ne', sub_self]
    have h1 := mul_nonneg (half_pos hK).le (sq_nonneg (W - (V0 - P / K)))
    linarith
```

The statement is an equivalence: being an equilibrium volume is the same as being equal to $V_0-P/K$. It therefore contains both existence and uniqueness. In the first direction, a given minimiser $V$ is compared with the centre of the square. The constants cancel, which leaves $\tfrac K2(V-(V_0-P/K))^2\le0$, so the square is zero and $V$ is the centre. In the other direction, the enthalpy at any $W$ exceeds the enthalpy at the centre by a non-negative square.

## What a rigid shift does to the enthalpy

The two parabolas have the same shape. One is the other moved down in volume by $\delta=V_2-V_3$ and up in energy by $D$. The effect of such a move on the minimum enthalpy does not depend on the curve being a parabola. Let $E$ be any energy curve and let $\tilde E(V)=D+E(V+\delta)$. Writing $H$ and $\tilde H$ for the two enthalpies,

$$\tilde H(V)=D+E(V+\delta)+PV=H(V+\delta)+D-P\delta .$$

Suppose that $V_a$ minimises $H$ and $V_b$ minimises $\tilde H$. Each minimiser can be tested against the displaced minimiser of the other curve:

$$H(V_a)\le H(V_b+\delta)=\tilde H(V_b)-(D-P\delta),$$

$$\tilde H(V_b)\le\tilde H(V_a-\delta)=H(V_a)+(D-P\delta).$$

Together the two inequalities give $\tilde H(V_b)=H(V_a)+D-P\delta$.

```lean
/-- For an energy curve of any shape, moving it down in volume by `δ` and up in energy by `D`
changes the equilibrium enthalpy by `D - P δ`, whenever both equilibria exist. -/
theorem enthalpy_rigid_shift {E : ℝ → ℝ} {D δ P Va Vb : ℝ}
    (ha : IsEquilibrium E P Va) (hb : IsEquilibrium (fun V => D + E (V + δ)) P Vb) :
    enthalpy (fun V => D + E (V + δ)) P Vb = enthalpy E P Va + (D - P * δ) := by
  -- each minimiser is compared with the displaced minimiser of the other phase
  have h1 := ha (Vb + δ)
  have h2 := hb (Va - δ)
  simp only [enthalpy, sub_add_cancel] at h1 h2 ⊢
  linarith
```

The hypotheses `ha` and `hb` supply the two minimisers, which a general curve need not have. Neither smoothness nor uniqueness of the minimum is used, and $\delta$ may have either sign. The lines `h1` and `h2` are the two inequalities above, and `linarith` combines them.

## Transition pressure and volume collapse

The trivalent parabola is a rigid shift of the divalent one, because $V+(V_2-V_3)-V_2=V-V_3$ and hence

$$E_3(V)=D+E_2\bigl(V+(V_2-V_3)\bigr).$$

Let $V_a$ and $V_b$ now be the equilibrium volumes of the divalent and trivalent phases at pressure $P$, and let $H_2$ and $H_3$ be their enthalpies. The previous result gives

$$H_3(V_b)-H_2(V_a)=D-P(V_2-V_3).$$

Since $V_2-V_3>0$, the right-hand side is negative exactly when $P>D/(V_2-V_3)$, and zero exactly when $P=D/(V_2-V_3)$. The volumes follow from the compressed-volume formula:

$$V_a-V_b=\Bigl(V_2-\frac PK\Bigr)-\Bigl(V_3-\frac PK\Bigr)=V_2-V_3 .$$

```lean
/-- Let the divalent and trivalent phases be harmonic with the same stiffness `K > 0`, with
`V3 < V2` and promotion energy `D`. At equilibrium the trivalent phase has the lower enthalpy
exactly when `P > D / (V2 - V3)`, the enthalpies agree exactly when `P = D / (V2 - V3)`, and
at every pressure the trivalent volume is smaller by `V2 - V3`. -/
theorem valence_transition {K D V2 V3 P Va Vb : ℝ} (hK : 0 < K) (hV : V3 < V2)
    (ha : IsEquilibrium (harmonic K V2 0) P Va)
    (hb : IsEquilibrium (harmonic K V3 D) P Vb) :
    (enthalpy (harmonic K V3 D) P Vb < enthalpy (harmonic K V2 0) P Va ↔
        D / (V2 - V3) < P) ∧
      (enthalpy (harmonic K V3 D) P Vb = enthalpy (harmonic K V2 0) P Va ↔
        P = D / (V2 - V3)) ∧
      Va - Vb = V2 - V3 := by
  have hδ : 0 < V2 - V3 := sub_pos.mpr hV
  have hva := (isEquilibrium_harmonic_iff hK).1 ha
  have hvb := (isEquilibrium_harmonic_iff hK).1 hb
  -- the trivalent curve is a rigid shift of the divalent one
  have hE : harmonic K V3 D = fun V => D + harmonic K V2 0 (V + (V2 - V3)) := by
    funext V
    simp only [harmonic]
    ring
  have h : enthalpy (harmonic K V3 D) P Vb =
      enthalpy (harmonic K V2 0) P Va + (D - P * (V2 - V3)) := by
    rw [hE] at hb ⊢
    exact enthalpy_rigid_shift ha hb
  refine ⟨?_, ?_, ?_⟩
  · rw [h, div_lt_iff₀ hδ]
    constructor <;> intro h1 <;> linarith
  · rw [h, eq_div_iff hδ.ne']
    constructor <;> intro h1 <;> linarith
  · linarith
```

The theorem has three conclusions: the condition for lower trivalent enthalpy, the condition for equal enthalpies, and the difference in volume. The hypotheses `ha` and `hb` only give names to the two equilibrium volumes, which exist at every pressure by the result for a single harmonic phase. The volume difference is the same at all pressures. At the transition it becomes the jump seen when the system passes from one curve to the other.

No sign is required of $D$. For $D>0$ the divalent phase is stable at zero pressure and the transition pressure is positive, which is the situation described at the start. For $D<0$ the trivalent phase is already favoured at zero pressure.

In the proof, `hE` is the rigid-shift identity and `h` is the resulting enthalpy difference. The two equivalences then follow by multiplying through by the positive number $V_2-V_3$, and the volume difference by subtracting `hvb` from `hva`.

For electronic-structure work this means that, if total energies computed at fixed 4f occupation are well described by two parabolas of common curvature, the transition pressure and the volume jump depend only on $D$ and $V_2-V_3$. The curvature affects the two volumes themselves but not these two results.

## Coexisting phases share a tangent

On an energy–volume plot, pressure appears as a slope. At the equilibrium volume of a harmonic phase,

$$E'(V)=K(V-V_0)=K\Bigl(-\frac PK\Bigr)=-P .$$

```lean
/-- At an equilibrium volume of a harmonic phase of positive stiffness, the slope of the energy
curve is minus the pressure. -/
theorem hasDerivAt_harmonic {K V0 E0 P V : ℝ} (hK : 0 < K)
    (h : IsEquilibrium (harmonic K V0 E0) P V) :
    HasDerivAt (harmonic K V0 E0) (-P) V := by
  have hV := (isEquilibrium_harmonic_iff hK).1 h
  have hc : K * (P / K) = P := by field_simp
  have hk : K * (V - V0) = -P := by
    rw [hV]
    linear_combination -hc
  have hd := (((((hasDerivAt_id' V).sub_const V0).fun_pow 2).const_mul K).div_const 2).const_add E0
  refine HasDerivAt.congr_deriv hd ?_
  have e : (2 : ℕ) - 1 = 1 := rfl
  rw [e]
  push_cast
  linear_combination hk
```

`HasDerivAt f m x` says that $f$ is differentiable at $x$ with derivative $m$. The term `hd` differentiates the parabola by the usual rules, and `hk` is the identity $K(V-V_0)=-P$ that brings the result into the required form.

Now let the stiffnesses $K_2$ and $K_3$ of the divalent and trivalent phases be positive and possibly different. If the phases coexist at pressure $P$, their equilibrium enthalpies agree:

$$E_3(V_b)+PV_b=E_2(V_a)+PV_a
\quad\Longrightarrow\quad
E_3(V_b)-E_2(V_a)=-P(V_b-V_a).$$

The two equilibrium points therefore lie on one line of slope $-P$, and this line is tangent to both curves.

```lean
/-- Common tangent construction: two harmonic phases of positive, possibly different, stiffness
that have equal equilibrium enthalpies at pressure `P` share a tangent line of slope `-P`. -/
theorem common_tangent {K2 K3 D V2 V3 P Va Vb : ℝ} (hK2 : 0 < K2) (hK3 : 0 < K3)
    (ha : IsEquilibrium (harmonic K2 V2 0) P Va)
    (hb : IsEquilibrium (harmonic K3 V3 D) P Vb)
    (hco : enthalpy (harmonic K3 V3 D) P Vb = enthalpy (harmonic K2 V2 0) P Va) :
    HasDerivAt (harmonic K2 V2 0) (-P) Va ∧ HasDerivAt (harmonic K3 V3 D) (-P) Vb ∧
      harmonic K3 V3 D Vb - harmonic K2 V2 0 Va = -P * (Vb - Va) := by
  refine ⟨hasDerivAt_harmonic hK2 ha, hasDerivAt_harmonic hK3 hb, ?_⟩
  simp only [enthalpy] at hco
  linarith
```

The first two conclusions give the slopes, and the third places both points on the same line. Coexistence enters as the hypothesis `hco`. Neither the order of $V_2$ and $V_3$ nor the sign of $P$ matters here.

## A softer divalent phase

Suppose that the divalent phase is the softer one, $0<K_2<K_3$, and that the phases coexist at some $P>0$. The minimum enthalpies are the constants left over from completing the square, so coexistence means

$$D+PV_3-\frac{P^2}{2K_3}=PV_2-\frac{P^2}{2K_2}.$$

Solving for $D$ gives

$$D=P(V_2-V_3)-\frac{P^2}{2}\Bigl(\frac1{K_2}-\frac1{K_3}\Bigr)<P(V_2-V_3),$$

and therefore $P>D/(V_2-V_3)$. The softer phase is also compressed further, which reduces the difference in volume:

$$V_a-V_b=V_2-V_3-P\Bigl(\frac1{K_2}-\frac1{K_3}\Bigr)<V_2-V_3 .$$

The equal-stiffness values thus become strict bounds: the coexistence pressure lies above $D/(V_2-V_3)$ and the collapse lies below $V_2-V_3$.

```lean
/-- Let the divalent and trivalent phases be harmonic with stiffnesses `0 < K2 < K3`, with `V3 < V2`
and promotion energy `D`. If their equilibrium enthalpies agree at a pressure `P > 0`, then
`P > D / (V2 - V3)`, and the volume difference `Va - Vb` is smaller than `V2 - V3`. -/
theorem softer_divalent_phase {K2 K3 D V2 V3 P Va Vb : ℝ} (hK2 : 0 < K2) (hK : K2 < K3)
    (hV : V3 < V2) (hP : 0 < P)
    (ha : IsEquilibrium (harmonic K2 V2 0) P Va)
    (hb : IsEquilibrium (harmonic K3 V3 D) P Vb)
    (hco : enthalpy (harmonic K3 V3 D) P Vb = enthalpy (harmonic K2 V2 0) P Va) :
    D / (V2 - V3) < P ∧ Va - Vb < V2 - V3 := by
  have hK3 : 0 < K3 := hK2.trans hK
  have hva := (isEquilibrium_harmonic_iff hK2).1 ha
  have hvb := (isEquilibrium_harmonic_iff hK3).1 hb
  -- the softer phase is compressed more
  have hq : P / K3 < P / K2 := by gcongr
  refine ⟨?_, by linarith⟩
  rw [enthalpy_harmonic hK3.ne', enthalpy_harmonic hK2.ne', hva, hvb, sub_self, sub_self] at hco
  have e2 : P ^ 2 / (2 * K2) = P * (P / K2) / 2 := by ring
  have e3 : P ^ 2 / (2 * K3) = P * (P / K3) / 2 := by ring
  rw [e2, e3] at hco
  have hm : P * (P / K3) < P * (P / K2) := mul_lt_mul_of_pos_left hq hP
  rw [div_lt_iff₀ (sub_pos.mpr hV)]
  linarith

end

end LanthanideValenceTransition
```

The inequality `hq`, $P/K_3<P/K_2$, expresses the greater compression of the softer phase. It gives the bound on the collapse at once. For the bound on the pressure, `hco` is rewritten with the completed square, and `hm` is `hq` multiplied by $P$.

The theorem takes coexistence as given and does not say that it occurs, or that it occurs only once. In consistent units, take $K_2=1$, $K_3=2$, $V_2=5$, $V_3=4$ and $D=3/4$. The enthalpies then agree at $P=1$, where $V_a-V_b=1/2$, and again at $P=3$, where $V_a-V_b=-1/2$. At the second pressure the softer divalent parabola has been compressed below the trivalent volume, so "smaller than $V_2-V_3$" includes negative values. Such a return to the divalent phase comes from extending the parabolas to strong compression, where a harmonic energy curve is a poor description of a metal.

```lean
#print axioms LanthanideValenceTransition.valence_transition
#print axioms LanthanideValenceTransition.common_tangent
#print axioms LanthanideValenceTransition.softer_divalent_phase
```

```
'LanthanideValenceTransition.valence_transition' depends on axioms: [propext, Classical.choice, Quot.sound]
'LanthanideValenceTransition.common_tangent' depends on axioms: [propext, Classical.choice, Quot.sound]
'LanthanideValenceTransition.softer_divalent_phase' depends on axioms: [propext, Classical.choice, Quot.sound]
```
